# The one-loop magnetic form factor as a superposition of Yukawa terms

At spacelike momentum transfer, the electron's one-loop magnetic form factor (here the Pauli form factor \(F_2\), not the Sachs form factor \(G_M=F_1+F_2\)) can be written as an integral over a Feynman parameter, but this form does not show directly the ranges over which the anomalous magnetic moment is spread. The theorem `magneticFormFactor_eq_yukawa` rewrites the form factor, divided by its value at zero momentum transfer, as a weighted average of Yukawa terms, whose masses set those ranges.

```lean
import Mathlib

open MeasureTheory Set Filter Topology

namespace MagneticFormFactorDispersion

noncomputable section

/-- The one-loop magnetic form factor at spacelike momentum transfer `Q`, divided by its value
at `Q = 0`, as an integral over a Feynman parameter. -/
def magneticFormFactor (m Q : ℝ) : ℝ :=
  ∫ x in (0 : ℝ)..1, m ^ 2 / (m ^ 2 + x * (1 - x) * Q ^ 2)

/-- The spectral weight `1 / (t² √(t² - 1))`, used for `t > 1`. -/
def spectralWeight (t : ℝ) : ℝ := 1 / (t ^ 2 * √(t ^ 2 - 1))

/-- The Yukawa term of mass `M` in momentum space, normalised to one at `Q = 0`. -/
def yukawaTerm (M Q : ℝ) : ℝ := M ^ 2 / (M ^ 2 + Q ^ 2)


/-- The velocity, in units of the speed of light, of a particle whose energy is `t` times its
rest energy. -/
def pairVelocity (t : ℝ) : ℝ := √(t ^ 2 - 1) / t

/-- The spectral weight is the derivative of the velocity with respect to `t`. -/
theorem hasDerivAt_pairVelocity {t : ℝ} (ht : 1 < t) :
    HasDerivAt pairVelocity (spectralWeight t) t := by
  have h0 : 0 < t := by linarith
  have hs : 0 < t ^ 2 - 1 := by nlinarith
  have h1 : HasDerivAt (fun s : ℝ => s ^ 2 - 1) (2 * t) t :=
    ((hasDerivAt_pow 2 t).sub_const 1).congr_deriv (by norm_num)
  have key : ∀ r : ℝ, 0 < r → r ^ 2 = t ^ 2 - 1 →
      (2 * t / (2 * r) * t - r * 1) / t ^ 2 = 1 / (t ^ 2 * r) := by
    intro r hr h
    field_simp
    linear_combination -h
  exact ((h1.sqrt hs.ne').fun_div (hasDerivAt_id' t) h0.ne').congr_deriv
    (key _ (Real.sqrt_pos.2 hs) (Real.sq_sqrt hs.le))

/-- The relativistic relation between energy and velocity, `t² (1 - v²) = 1`. -/
theorem energy_velocity {t : ℝ} (ht : 1 < t) : t ^ 2 * (1 - pairVelocity t ^ 2) = 1 := by
  have h0 : t ≠ 0 := by linarith
  have hs : 0 ≤ t ^ 2 - 1 := by nlinarith
  rw [pairVelocity, div_pow, Real.sq_sqrt hs]
  field_simp
  ring

/-- As `t` runs over all values above threshold, the velocity takes exactly the values strictly
between zero and one. -/
theorem pairVelocity_image : pairVelocity '' Ioi 1 = Ioo 0 1 := by
  ext v
  constructor
  · rintro ⟨t, ht, rfl⟩
    have ht' : 1 < t := ht
    have h0 : 0 < t := by linarith
    have hs : 0 < t ^ 2 - 1 := by nlinarith
    exact ⟨div_pos (Real.sqrt_pos.2 hs) h0,
      (div_lt_one h0).2 ((Real.sqrt_lt' h0).2 (by linarith))⟩
  · rintro ⟨hv0, hv1⟩
    have hp : 0 < 1 - v ^ 2 := by nlinarith
    obtain ⟨s, hs, hs2⟩ : ∃ s : ℝ, 0 < s ∧ s ^ 2 = 1 - v ^ 2 :=
      ⟨√(1 - v ^ 2), Real.sqrt_pos.2 hp, Real.sq_sqrt hp.le⟩
    have hs1 : s < 1 := by nlinarith
    refine ⟨1 / s, (one_lt_div hs).2 hs1, ?_⟩
    have h : (1 / s) ^ 2 - 1 = (v / s) ^ 2 := by
      field_simp
      linear_combination -hs2
    rw [pairVelocity, h, Real.sqrt_sq (by positivity)]
    field_simp

/-- Averaging a function of the velocity with the spectral weight is the same as averaging it
uniformly over velocities between zero and one. -/
theorem integral_spectralWeight_mul (g : ℝ → ℝ) :
    ∫ t in Ioi (1 : ℝ), spectralWeight t * g (pairVelocity t) = ∫ v in (0 : ℝ)..1, g v := by
  have hinj : InjOn pairVelocity (Ioi 1) := by
    intro t ht u hu h
    have ht' : 1 < t := ht
    have hu' : 1 < u := hu
    have h1 := energy_velocity ht'
    have h2 := energy_velocity hu'
    rw [← h] at h2
    have h3 : (t - u) * (t + u) = 0 := by linear_combination u ^ 2 * h1 - t ^ 2 * h2
    rcases mul_eq_zero.1 h3 with h4 | h4 <;> linarith
  rw [intervalIntegral.integral_of_le zero_le_one, integral_Ioc_eq_integral_Ioo,
    ← pairVelocity_image, integral_image_eq_integral_abs_deriv_smul measurableSet_Ioi
      (fun t ht => (hasDerivAt_pairVelocity ht).hasDerivWithinAt) hinj g]
  refine setIntegral_congr_fun measurableSet_Ioi fun t _ => ?_
  have hw : 0 ≤ spectralWeight t := by unfold spectralWeight; positivity
  simp only [smul_eq_mul, abs_of_nonneg hw]

/-- The spectral weight integrates to one. -/
theorem integral_spectralWeight : ∫ t in Ioi (1 : ℝ), spectralWeight t = 1 := by
  simpa using integral_spectralWeight_mul (fun _ => 1)

/-- The magnetic form factor as a uniform average over velocities. -/
theorem magneticFormFactor_eq_velocity {m : ℝ} (hm : 0 < m) (Q : ℝ) :
    magneticFormFactor m Q =
      ∫ v in (0 : ℝ)..1, 4 * m ^ 2 / (4 * m ^ 2 + (1 - v ^ 2) * Q ^ 2) := by
  set g : ℝ → ℝ := fun v => 4 * m ^ 2 / (4 * m ^ 2 + (1 - v ^ 2) * Q ^ 2) with hg
  have hc : ContinuousOn g (Icc (-1) 1) := by
    refine ContinuousOn.div (by fun_prop) (by fun_prop) fun v hv => ?_
    have h1 : 0 ≤ 1 - v ^ 2 := by nlinarith [hv.1, hv.2]
    positivity
  have hi1 : IntervalIntegrable g volume (-1) 0 :=
    (hc.mono (Icc_subset_Icc le_rfl zero_le_one)).intervalIntegrable_of_Icc (by norm_num)
  have hi2 : IntervalIntegrable g volume 0 1 :=
    (hc.mono (Icc_subset_Icc (by norm_num) le_rfl)).intervalIntegrable_of_Icc (by norm_num)
  -- the Feynman parameter is x = (1 + v) / 2
  have h1 : magneticFormFactor m Q = ∫ x in (0 : ℝ)..1, g (2 * x - 1) := by
    unfold magneticFormFactor
    congr 1
    funext x
    have e : 4 * m ^ 2 + (1 - (2 * x - 1) ^ 2) * Q ^ 2
        = 4 * (m ^ 2 + x * (1 - x) * Q ^ 2) := by ring
    simp only [hg]
    rw [e, mul_div_mul_left _ _ (by norm_num : (4 : ℝ) ≠ 0)]
  -- the integrand is even in v
  have h2 : ∫ v in (-1 : ℝ)..0, g v = ∫ v in (0 : ℝ)..1, g v := by
    have h := intervalIntegral.integral_comp_neg (a := 0) (b := 1) g
    rw [neg_zero] at h
    rw [← h]
    simp only [hg, neg_sq]
  rw [h1, intervalIntegral.integral_comp_mul_sub g (by norm_num : (2 : ℝ) ≠ 0) 1,
    show (2 : ℝ) * 0 - 1 = -1 by norm_num, show (2 : ℝ) * 1 - 1 = 1 by norm_num,
    ← intervalIntegral.integral_add_adjacent_intervals hi1 hi2, h2, smul_eq_mul]
  ring

/-- The magnetic form factor is a superposition of Yukawa terms of mass `2 m t`, `t > 1`,
with the spectral weight `1 / (t² √(t² - 1))`. -/
theorem magneticFormFactor_eq_yukawa {m : ℝ} (hm : 0 < m) (Q : ℝ) :
    magneticFormFactor m Q =
      ∫ t in Ioi (1 : ℝ), spectralWeight t * yukawaTerm (2 * m * t) Q := by
  rw [magneticFormFactor_eq_velocity hm, ← integral_spectralWeight_mul]
  refine setIntegral_congr_fun measurableSet_Ioi fun t ht => ?_
  have ht' : 1 < t := ht
  have h0 : 0 < t := by linarith
  have h := energy_velocity ht'
  have hk : 0 < 1 - pairVelocity t ^ 2 := by
    rw [eq_div_of_mul_eq (pow_pos h0 2).ne' ((mul_comm _ _).trans h)]
    positivity
  simp only [yukawaTerm]
  congr 1
  rw [div_eq_div_iff (by positivity) (by positivity)]
  linear_combination (-4 * m ^ 2 * Q ^ 2) * h


/-- At low momentum transfer the form factor is `1 - Q² / (6 m²)`, with an error between zero
and `Q⁴ / (30 m⁴)`. -/
theorem magneticFormFactor_low_momentum {m : ℝ} (hm : 0 < m) (Q : ℝ) :
    1 - Q ^ 2 / (6 * m ^ 2) ≤ magneticFormFactor m Q ∧
      magneticFormFactor m Q ≤ 1 - Q ^ 2 / (6 * m ^ 2) + Q ^ 4 / (30 * m ^ 4) := by
  -- the elementary Feynman-parameter integral
  have hpoly : ∀ a b : ℝ, ∫ x in (0 : ℝ)..1, (1 - a * (x * (1 - x)) + b * (x * (1 - x)) ^ 2)
      = 1 - a / 6 + b / 30 := by
    intro a b
    have H : ∀ x : ℝ, HasDerivAt (fun x : ℝ => x + -a / 2 * x ^ 2 + (a + b) / 3 * x ^ 3
        + -b / 2 * x ^ 4 + b / 5 * x ^ 5)
        (1 - a * (x * (1 - x)) + b * (x * (1 - x)) ^ 2) x := fun x =>
      (((((hasDerivAt_id' x).fun_add ((hasDerivAt_pow 2 x).const_mul (-a / 2))).fun_add
        ((hasDerivAt_pow 3 x).const_mul ((a + b) / 3))).fun_add
        ((hasDerivAt_pow 4 x).const_mul (-b / 2))).fun_add
        ((hasDerivAt_pow 5 x).const_mul (b / 5))).congr_deriv (by norm_num; ring)
    rw [intervalIntegral.integral_eq_sub_of_hasDerivAt (fun x _ => H x)
      (Continuous.intervalIntegrable (by fun_prop) _ _)]
    ring
  have hy : ∀ x ∈ Icc (0 : ℝ) 1, 0 ≤ x * (1 - x) := fun x hx =>
    mul_nonneg hx.1 (by linarith [hx.2])
  have hu : ∀ x ∈ Icc (0 : ℝ) 1, 0 ≤ Q ^ 2 / m ^ 2 * (x * (1 - x)) := fun x hx =>
    mul_nonneg (by positivity) (hy x hx)
  have hf : ∀ x ∈ Icc (0 : ℝ) 1, m ^ 2 / (m ^ 2 + x * (1 - x) * Q ^ 2)
      = 1 / (1 + Q ^ 2 / m ^ 2 * (x * (1 - x))) := by
    intro x hx
    have h1 := hy x hx
    have h2 := hu x hx
    rw [div_eq_div_iff (by positivity) (by positivity)]
    field_simp
  have hi : IntervalIntegrable (fun x => m ^ 2 / (m ^ 2 + x * (1 - x) * Q ^ 2)) volume 0 1 := by
    refine ContinuousOn.intervalIntegrable_of_Icc zero_le_one
      (ContinuousOn.div (by fun_prop) (by fun_prop) fun x hx => ?_)
    have h1 := hy x hx
    positivity
  constructor
  · have h := hpoly (Q ^ 2 / m ^ 2) 0
    calc 1 - Q ^ 2 / (6 * m ^ 2) = 1 - Q ^ 2 / m ^ 2 / 6 + 0 / 30 := by ring
      _ ≤ _ := by
        rw [← h]
        refine intervalIntegral.integral_mono_on zero_le_one
          (Continuous.intervalIntegrable (by fun_prop) _ _) hi fun x hx => ?_
        have h2 := hu x hx
        rw [hf x hx, le_div_iff₀ (by linarith)]
        nlinarith [sq_nonneg (Q ^ 2 / m ^ 2 * (x * (1 - x)))]
  · have h := hpoly (Q ^ 2 / m ^ 2) ((Q ^ 2 / m ^ 2) ^ 2)
    calc magneticFormFactor m Q ≤ 1 - Q ^ 2 / m ^ 2 / 6 + (Q ^ 2 / m ^ 2) ^ 2 / 30 := by
          rw [← h]
          refine intervalIntegral.integral_mono_on zero_le_one hi
            (Continuous.intervalIntegrable (by fun_prop) _ _) fun x hx => ?_
          have h2 := hu x hx
          rw [hf x hx, div_le_iff₀ (by linarith)]
          nlinarith [pow_nonneg h2 3]
      _ = _ := by ring

end

end MagneticFormFactorDispersion
```

```lean
#print axioms MagneticFormFactorDispersion.integral_spectralWeight
#print axioms MagneticFormFactorDispersion.magneticFormFactor_eq_yukawa
#print axioms MagneticFormFactorDispersion.magneticFormFactor_low_momentum
```

```
'MagneticFormFactorDispersion.integral_spectralWeight' depends on axioms: [propext, Classical.choice, Quot.sound]
'MagneticFormFactorDispersion.magneticFormFactor_eq_yukawa' depends on axioms: [propext, Classical.choice, Quot.sound]
'MagneticFormFactorDispersion.magneticFormFactor_low_momentum' depends on axioms: [propext, Classical.choice, Quot.sound]
```

## What the statement says

Let \(m>0\) be the electron mass and \(Q\) any real spacelike momentum transfer, in units with \(\hbar=c=1\). The form factor, divided by its value at \(Q=0\), is `magneticFormFactor m Q`:

\[
F(Q)=\int_0^1\frac{m^2}{m^2+x(1-x)Q^2}\,dx .
\]

The main theorem states

\[
F(Q)=\int_1^\infty w(t)\,\frac{(2mt)^2}{(2mt)^2+Q^2}\,dt,\qquad w(t)=\frac{1}{t^2\sqrt{t^2-1}} .
\]

Here \(w\) is `spectralWeight`, the fraction is `yukawaTerm (2 * m * t) Q`, and `Ioi 1` is the range \(t>1\). The theorem `integral_spectralWeight` adds that \(w\) integrates to 1.

The variable \(t\) labels an electron–positron pair of invariant mass \(2mt\). In the pair's rest frame each particle has energy \(mt\) and speed \(v(t)=\sqrt{t^2-1}/t\), which is `pairVelocity`.

The file starts from the Feynman-parameter formula and does not derive it from the vertex diagram. The name "Yukawa term" rests on a standard Fourier transform, also not formalised here: \(M^2/(M^2+Q^2)\) corresponds to the density \(M^2e^{-Mr}/(4\pi r)\). In atomic calculations that use this one-loop, free-electron form factor with a point nucleus, the magnetic part of the radiative potential is built from the gradient of \(\bigl(1-\int_1^\infty w(t)\,e^{-2mtr}\,dt\bigr)/r\), with \(w\) the weight above.

## Why it is true

**From Feynman parameter to velocity.** Put \(x=(1+v)/2\). Then \(x(1-x)=(1-v^2)/4\) and \(dx=dv/2\), so

\[
F(Q)=\frac12\int_{-1}^{1}\frac{4m^2}{4m^2+(1-v^2)Q^2}\,dv
=\int_0^1\frac{4m^2}{4m^2+(1-v^2)Q^2}\,dv,
\]

because the integrand is even. This is `magneticFormFactor_eq_velocity`: `integral_comp_mul_sub` makes the linear substitution, and `h2` supplies the evenness.

**From velocity to pair mass.** Differentiating \(v(t)\) gives

\[
\frac{dv}{dt}=\frac{1}{t^2}\left(\frac{t^2}{\sqrt{t^2-1}}-\sqrt{t^2-1}\right)=\frac{1}{t^2\sqrt{t^2-1}}=w(t),
\]

which is `hasDerivAt_pairVelocity`. Also \(t^2(1-v^2)=1\), which is `energy_velocity`. Two values of \(t>1\) with the same velocity therefore have equal squares and coincide. Conversely, each \(v\) in \((0,1)\) is reached at \(t=1/\sqrt{1-v^2}\), as `pairVelocity_image` shows. Hence, for any real function \(g\) integrable on \((0,1)\),

\[
\int_1^\infty w(t)\,g(v(t))\,dt=\int_0^1 g(v)\,dv .
\]

This is `integral_spectralWeight_mul`. The Lean statement has no integrability hypothesis, because both integrals are 0 by convention when \(g\) is not integrable. Mathlib's change-of-variables theorem for injective maps handles both the singularity of \(w\) at \(t=1\) and the infinite range. Taking \(g=1\) gives the normalisation.

**The main theorem.** Substitute \(1-v^2=1/t^2\) in the velocity integrand:

\[
\frac{4m^2}{4m^2+Q^2/t^2}=\frac{4m^2t^2}{4m^2t^2+Q^2}.
\]

In Lean, `div_eq_div_iff` clears the denominators and `linear_combination` closes the identity using `energy_velocity`.

**Low momentum.** Write \(u=(Q^2/m^2)\,x(1-x)\ge 0\). The integrand of \(F\) is \(1/(1+u)\), and multiplying out shows

\[
1-u\le\frac1{1+u}\le 1-u+u^2 .
\]

Since \(\int_0^1x(1-x)\,dx=1/6\) and \(\int_0^1x^2(1-x)^2\,dx=1/30\), integration gives

\[
1-\frac{Q^2}{6m^2}\le F(Q)\le 1-\frac{Q^2}{6m^2}+\frac{Q^4}{30m^4}.
\]

In `magneticFormFactor_low_momentum`, `hpoly` evaluates the polynomial integrals and `integral_mono_on` integrates the inequalities. The bounds hold for every real \(Q\), but are sharp only when \(Q\) is small compared with \(m\).

## Another variable and a neighbouring result

One could instead use the squared pair mass \(s=4m^2t^2\) as the spectral variable. The integral would then start at \(s=4m^2\), with measure \(2m^2\,ds/\bigl(s\sqrt{s(s-4m^2)}\bigr)\) and term \(s/(s+Q^2)\). This is closer to the usual dispersion-relation notation, but the weight then depends on \(m\).

The same change of variables with \(g(v)=1-v^2\) gives

\[
\int_1^\infty \frac{w(t)}{t^2}\,dt=\int_0^1(1-v^2)\,dv=\frac23 .
\]

The average of \(1/M^2\) over the Yukawa masses \(M=2mt\) is therefore \(1/(6m^2)\), the coefficient in the low-momentum bounds.
